# Pauli's relations on a finite-dimensional level force $E=-1/(2n^2)$

A radial Schrödinger solver can be tested on hydrogen by comparing its lowest bound energies for $\ell=0$ with $-1/2$, $-1/8$ and $-1/18$ hartree. These reference values come from $E=-1/(2n^2)$, which gives the bound levels of one non-relativistic electron in the Coulomb field of a fixed point charge $+1$. The formula is derived here from Pauli's operator relations, which are assumed to hold on a nonzero finite-dimensional space. The radial equation is not used.

Below, $R$ is a complex algebra of operators and $V$ a complex vector space. In `hydrogen_spectrum`, $V$ is the space of states of one energy level and the operators are linear maps on $V$, written `Module.End ℂ V`.

In Lean 4 with Mathlib:

```lean
import Mathlib

open Complex (I)

namespace PauliHydrogen

noncomputable section

variable {R : Type*} [Ring R] [Algebra ℂ R]
variable {V : Type*} [AddCommGroup V] [Module ℂ V]
```

## The relations on one level

The components $x,y,z$ carry the indices $0,1,2$, and index addition is modulo 3. For three triples of operators, the rule $[X_i,Y_j]=i\,\varepsilon_{ijk}Z_k$ says that

$$[X_i,Y_{i+1}]=iZ_{i+2},\qquad [X_{i+1},Y_i]=-iZ_{i+2},\qquad [X_i,Y_i]=0.$$

The factor $i$ in front of $Z$ is the imaginary unit, `I` in the code.

```lean
/-- The relations `[X_i, Y_j] = i ε_ijk Z_k` for three triples of operators, written with
the cyclic indices `i, i+1, i+2` modulo 3. -/
def VectorBracket (X Y Z : Fin 3 → R) : Prop :=
  ∀ i : Fin 3, X i * Y (i + 1) - Y (i + 1) * X i = I • Z (i + 2) ∧
    X (i + 1) * Y i - Y i * X (i + 1) = -(I • Z (i + 2)) ∧
    X i * Y i - Y i * X i = 0
```

Let $r$ and $p$ be the position and momentum of the electron, $L=r\times p$ its orbital angular momentum and $M=\tfrac12(p\times L-L\times p)-r/|r|$ the Laplace-Runge-Lenz vector, in atomic units. On a bound level of energy $E$ one rescales it to $A=M/\sqrt{-2E}$. Pauli's relations are then

$$[L_i,L_j]=i\varepsilon_{ijk}L_k,\quad [L_i,A_j]=i\varepsilon_{ijk}A_k,\quad [A_i,A_j]=i\varepsilon_{ijk}L_k,\quad L\cdot A=0,$$

$$2E\,(L^2+A^2+1)=-1.$$

The 1 inside the bracket is $\hbar^2$, which arises because $p$ and $L$ do not commute. `HydrogenShell L A E` takes these five relations as hypotheses; they are not derived from the Coulomb Hamiltonian. It does not ask for symmetric operators or for a real negative $E$, so the physical case is included as a special one.

```lean
/-- Pauli's relations, in atomic units, for the angular momentum `L` and the rescaled
Laplace-Runge-Lenz vector `A` on a level of energy `E`. The last one is
`L² + A² + 1 = -1/(2E)` multiplied by `2E`. -/
structure HydrogenShell (L A : Fin 3 → R) (E : ℂ) : Prop where
  LL : VectorBracket L L L
  LA : VectorBracket L A A
  AA : VectorBracket A A L
  orth : ∑ i, L i * A i = 0
  energy : (2 * E) • ((∑ i, (L i * L i + A i * A i)) + 1) = -1
```

## Ladder operators and their products

For an angular momentum $J$, set $J_\pm=J_0\pm iJ_1$.

```lean
/-- The raising operator `J₊ = J_x + i J_y`. -/
def raising (J : Fin 3 → R) : R := J 0 + I • J 1

/-- The lowering operator `J₋ = J_x - i J_y`. -/
def lowering (J : Fin 3 → R) : R := J 0 - I • J 1
```

From $[J_2,J_0]=iJ_1$ and $[J_2,J_1]=-iJ_0$ one gets

$$[J_2,J_\pm]=iJ_1\pm J_0=\pm J_\pm .$$

Multiplying out the products gives

$$J_\mp J_\pm=J_0^2+J_1^2\pm i[J_0,J_1]=J_0^2+J_1^2\mp J_2 .$$

If $J^2=c$ is a number, then

$$J_-J_++J_2^2+J_2=c=J_+J_-+J_2^2-J_2 .$$

In the proof, each `linear_combination` line adds the commutators with the coefficients used here, and `hI` supplies $i^2=-1$.

```lean
/-- For an angular momentum with `J² = c`, the operators `J₊` and `J₋` shift `J_z` by `1` and
`-1`, and `J₋J₊ + J_z² + J_z = c = J₊J₋ + J_z² - J_z`. -/
theorem ladder_relations {J : Fin 3 → R} {c : ℂ} (hJ : VectorBracket J J J)
    (hc : ∑ i, J i * J i = c • (1 : R)) :
    J 2 * raising J - raising J * J 2 = (1 : ℂ) • raising J ∧
    J 2 * lowering J - lowering J * J 2 = (-1 : ℂ) • lowering J ∧
    lowering J * raising J + J 2 * J 2 + J 2 = c • (1 : R) ∧
    raising J * lowering J + J 2 * J 2 - J 2 = c • (1 : R) := by
  have h01 : J 0 * J 1 - J 1 * J 0 = I • J 2 := (hJ 0).1
  have h12 : J 1 * J 2 - J 2 * J 1 = I • J 0 := (hJ 1).1
  have h20 : J 2 * J 0 - J 0 * J 2 = I • J 1 := (hJ 2).1
  have hI : ∀ x : R, I • I • x = -x := fun x => by
    rw [smul_smul, Complex.I_mul_I, neg_one_smul]
  rw [Fin.sum_univ_three] at hc
  refine ⟨?_, ?_, ?_, ?_⟩ <;>
    simp only [raising, lowering, mul_add, add_mul, mul_sub, sub_mul, mul_smul_comm,
      smul_mul_assoc]
  · linear_combination (norm := module) h20 - I • h12 - hI (J 0)
  · linear_combination (norm := module) h20 + I • h12 + hI (J 0)
  · linear_combination (norm := module) hc + I • h01 - hI (J 1 * J 1) + hI (J 2)
  · linear_combination (norm := module) hc - I • h01 - hI (J 1 * J 1) - hI (J 2)
```

## A ladder must end

Let $[D,T]=sT$ with $s\neq0$, and let $Dv=\mu v$ with $v\neq0$. Since $DT=TD+sT$, induction gives

$$D\,T^kv=(\mu+ks)\,T^kv .$$

If no $T^kv$ vanished, the first $\dim V+1$ of them would be eigenvectors with distinct eigenvalues. They would be linearly independent, which is impossible. So some power gives zero. Let $T^{k+1}v=0$ be the first such case; then $w=T^kv$ is nonzero, has eigenvalue $\mu+ks$, and satisfies $Tw=0$. `Nat.find` selects this first vanishing power.

```lean
/-- In finite dimension a ladder ends: if `T` shifts the eigenvalues of `D` by `s ≠ 0`, then
from any eigenvector of `D` some number `k` of steps leads to an eigenvector killed by `T`. -/
theorem ladder_terminates [FiniteDimensional ℂ V] {D T : Module.End ℂ V} {s μ : ℂ}
    (hs : s ≠ 0) (h : D * T - T * D = s • T) {v : V} (hv : v ≠ 0) (hD : D v = μ • v) :
    ∃ (k : ℕ) (w : V), w ≠ 0 ∧ D w = (μ + k * s) • w ∧ T w = 0 := by
  classical
  have hDT : ∀ x, D (T x) = T (D x) + s • T x := fun x =>
    sub_eq_iff_eq_add'.mp (LinearMap.congr_fun h x)
  have hpow : ∀ k : ℕ, D ((T ^ k) v) = (μ + k * s) • (T ^ k) v := by
    intro k
    induction k with
    | zero => simpa using hD
    | succ k ih =>
      rw [pow_succ', Module.End.mul_apply, hDT, ih, map_smul]
      push_cast
      module
  -- otherwise there would be more independent eigenvectors than dimensions
  have hex : ∃ k : ℕ, (T ^ k) v = 0 := by
    by_contra! hne
    have hli := Module.End.eigenvectors_linearIndependent' D
      (fun k : Fin (Module.finrank ℂ V + 1) => μ + ((k : ℕ) : ℂ) * s)
      (fun a b hab => Fin.ext (Nat.cast_injective (R := ℂ)
        (mul_right_cancel₀ hs (add_left_cancel hab))))
      (fun k => (T ^ (k : ℕ)) v)
      (fun k => ⟨Module.End.mem_eigenspace_iff.mpr (hpow k), hne k⟩)
    have hcard := hli.fintype_card_le_finrank
    simp at hcard
  have hspec := Nat.find_spec hex
  have h0 : Nat.find hex ≠ 0 := fun h0 => by
    rw [h0] at hspec
    exact hv (by simpa using hspec)
  obtain ⟨k, hk⟩ : ∃ k, Nat.find hex = k + 1 := ⟨Nat.find hex - 1, by omega⟩
  rw [hk, pow_succ'] at hspec
  exact ⟨k, (T ^ k) v, Nat.find_min hex (by omega), hpow k, hspec⟩
```

## The values of $J^2$

On a nonzero finite-dimensional complex space, $J_2$ has an eigenvector. Climb with $J_+$ to a top state $w$ with $J_2w=mw$ and $J_+w=0$. Then descend $k$ steps with $J_-$ to a bottom state $u$ with $J_2u=(m-k)u$ and $J_-u=0$. The two product formulas, applied to $w$ and $u$, give

$$c=m^2+m,\qquad c=(m-k)^2-(m-k).$$

Subtracting them yields $(k+1)(2m-k)=0$, hence $m=k/2$ and

$$c=\tfrac k2\left(\tfrac k2+1\right).$$

The equations for $c$ are `e1` and `e2`. Nothing here depends on the normalisation of the states, and no inner product is needed.

```lean
/-- If an angular momentum on a nonzero finite-dimensional space has `J² = c`, then
`c = j(j+1)` with `j = k/2` for a natural number `k`. -/
theorem casimir_quantized [FiniteDimensional ℂ V] [Nontrivial V]
    {J : Fin 3 → Module.End ℂ V} {c : ℂ} (hJ : VectorBracket J J J)
    (hc : ∑ i, J i * J i = c • (1 : Module.End ℂ V)) :
    ∃ k : ℕ, c = (k / 2 : ℂ) * (k / 2 + 1) := by
  obtain ⟨hup, hdown, htop, hbot⟩ := ladder_relations hJ hc
  obtain ⟨μ, hμ⟩ := Module.End.exists_eigenvalue (J 2)
  obtain ⟨v, hv⟩ := hμ.exists_hasEigenvector
  -- climb to the top state `w`, then descend `k` steps to the bottom state `u`
  obtain ⟨m, w, hw, hDw, hPw⟩ : ∃ (m : ℂ) (w : V), w ≠ 0 ∧ J 2 w = m • w ∧
      raising J w = 0 := by
    obtain ⟨a, w, h1, h2, h3⟩ := ladder_terminates one_ne_zero hup hv.2 hv.apply_eq_smul
    exact ⟨_, w, h1, h2, h3⟩
  obtain ⟨k, u, hu, hDu, hMu⟩ :=
    ladder_terminates (neg_ne_zero.mpr one_ne_zero) hdown hw hDw
  have e1 : c = m * m + m := by
    have e := LinearMap.congr_fun htop w
    simp only [LinearMap.add_apply, Module.End.mul_apply, hPw, hDw, map_smul, map_zero,
      LinearMap.smul_apply, Module.End.one_apply, zero_add] at e
    apply smul_left_injective ℂ hw
    linear_combination (norm := module) -e
  have e2 : c = (m + k * (-1)) * (m + k * (-1)) - (m + k * (-1)) := by
    have e := LinearMap.congr_fun hbot u
    simp only [LinearMap.add_apply, LinearMap.sub_apply, Module.End.mul_apply, hMu, hDu,
      map_smul, map_zero, LinearMap.smul_apply, Module.End.one_apply, zero_add] at e
    apply smul_left_injective ℂ hu
    linear_combination (norm := module) -e
  have hm : (k : ℂ) - 2 * m = 0 := by
    apply (mul_eq_zero.mp _).resolve_left (Nat.cast_add_one_ne_zero (R := ℂ) k)
    linear_combination e1 - e2
  have hm' : m = k / 2 := by linear_combination (-1 / 2 : ℂ) * hm
  exact ⟨k, by rw [e1, hm']; ring⟩
```

## The energy

The energy relation rules out $E=0$, since it would then read $0=-1$. Put $J=\tfrac12(L+A)$. Because $[A_i,L_{i+1}]=-[L_{i+1},A_i]=iA_{i+2}$,

$$[J_i,J_{i+1}]=\tfrac14\left(iL_{i+2}+iA_{i+2}+iA_{i+2}+iL_{i+2}\right)=iJ_{i+2},$$

so $J$ is an angular momentum. As $L_i$ and $A_i$ commute, $A\cdot L=L\cdot A=0$, and

$$J^2=\tfrac14(L^2+A^2)=\tfrac14\left(-\tfrac1{2E}-1\right)=c .$$

With the quantised value of $c$,

$$-\frac1{2E}=4c+1=k^2+2k+1=(k+1)^2 .$$

Thus $E=-1/(2n^2)$ with $n=k+1\geq1$. The steps `hJ`, `hc` and `hx` are these three displays.

In words, `hydrogen_spectrum` says that whenever $V$ is nonzero and finite-dimensional and Pauli's relations hold on it with a complex number $E$, there is a positive integer $n$ with $E=-1/(2n^2)$. That $E$ is real and negative is part of the conclusion. The smallest case is a one-dimensional $V$ with $L=A=0$, which gives the ground state energy $-1/2$. The theorem does not show that every $n$ occurs, and it does not give the degeneracy of a level.

```lean
/-- **Pauli's hydrogen spectrum.** If operators `L` and `A` on a nonzero finite-dimensional
complex space obey Pauli's relations with energy `E`, then `E = -1/(2n²)` for a positive
integer `n`. -/
theorem hydrogen_spectrum [FiniteDimensional ℂ V] [Nontrivial V]
    {L A : Fin 3 → Module.End ℂ V} {E : ℂ} (h : HydrogenShell L A E) :
    ∃ n : ℕ, 0 < n ∧ E = -1 / (2 * (n : ℂ) ^ 2) := by
  have hE : E ≠ 0 := by
    rintro rfl
    have h0 := h.energy
    simp at h0
  have h2E : 2 * E ≠ 0 := mul_ne_zero two_ne_zero hE
  -- `J = (L + A)/2` is an angular momentum
  have hJ : VectorBracket (fun i => (1 / 2 : ℂ) • (L i + A i))
      (fun i => (1 / 2 : ℂ) • (L i + A i)) (fun i => (1 / 2 : ℂ) • (L i + A i)) := by
    intro i
    obtain ⟨a1, a2, -⟩ := h.LL i
    obtain ⟨b1, b2, -⟩ := h.LA i
    obtain ⟨d1, d2, -⟩ := h.AA i
    refine ⟨?_, ?_, sub_self _⟩ <;>
      simp only [mul_add, add_mul, mul_smul_comm, smul_mul_assoc]
    · linear_combination (norm := module) (1 / 4 : ℂ) • (a1 + b1 - b2 + d1)
    · linear_combination (norm := module) (1 / 4 : ℂ) • (a2 + b2 - b1 + d2)
  -- its square is a number fixed by the energy
  have hc : ∑ i, ((1 / 2 : ℂ) • (L i + A i)) * ((1 / 2 : ℂ) • (L i + A i)) =
      ((-(2 * E)⁻¹ - 1) / 4) • (1 : Module.End ℂ V) := by
    have hS := congrArg (fun x => (2 * E)⁻¹ • x) h.energy
    simp only [inv_smul_smul₀ h2E, Fin.sum_univ_three] at hS
    have ho := h.orth
    rw [Fin.sum_univ_three] at ho
    simp only [Fin.sum_univ_three, mul_add, add_mul, mul_smul_comm, smul_mul_assoc]
    linear_combination (norm := module) (1 / 4 : ℂ) • hS + (1 / 2 : ℂ) • ho -
      (1 / 4 : ℂ) • ((h.LA 0).2.2 + (h.LA 1).2.2 + (h.LA 2).2.2)
  obtain ⟨k, hk⟩ := casimir_quantized hJ hc
  have hx : -(2 * E)⁻¹ = ((k : ℂ) + 1) ^ 2 := by linear_combination 4 * hk
  have hinv : 2 * E * (2 * E)⁻¹ = 1 := mul_inv_cancel₀ h2E
  refine ⟨k + 1, k.succ_pos, ?_⟩
  push_cast
  rw [eq_div_iff (mul_ne_zero two_ne_zero (pow_ne_zero 2 (Nat.cast_add_one_ne_zero k)))]
  linear_combination -(2 * E) * hx - hinv
```

## Shells built from a spin

Operators obeying the relations can be built from any triple $S$ with the spin commutators and $S^2=c$, provided that $4c+1\neq0$. Let them act on the algebra that contains $S$:

$$L_iX=S_iX-XS_i,\qquad A_iX=S_iX+XS_i .$$

```lean
/-- The commutator action `X ↦ S_i X - X S_i` of a triple `S` on its own algebra. -/
def commAction (S : Fin 3 → R) (i : Fin 3) : Module.End ℂ R :=
  LinearMap.mulLeft ℂ (S i) - LinearMap.mulRight ℂ (S i)

/-- The anticommutator action `X ↦ S_i X + X S_i` of a triple `S` on its own algebra. -/
def anticommAction (S : Fin 3 → R) (i : Fin 3) : Module.End ℂ R :=
  LinearMap.mulLeft ℂ (S i) + LinearMap.mulRight ℂ (S i)
```

Write $\lambda_i$ and $\rho_i$ for left and right multiplication by $S_i$, so $L=\lambda-\rho$ and $A=\lambda+\rho$. Every $\lambda_i$ commutes with every $\rho_j$, while

$$[\lambda_i,\lambda_{i+1}]=i\lambda_{i+2},\qquad [\rho_i,\rho_{i+1}]=-i\rho_{i+2}.$$

The sum of these two commutators is $iL_{i+2}$, which gives both $[L_i,L_{i+1}]$ and $[A_i,A_{i+1}]$. Their difference is $iA_{i+2}$, which gives $[L_i,A_{i+1}]$. Moreover

$$L\cdot A=\sum_i(\lambda_i^2-\rho_i^2)=c-c=0,\qquad L^2+A^2=2\sum_i(\lambda_i^2+\rho_i^2)=4c .$$

The energy relation becomes $2E(4c+1)=-1$, which is the hypothesis `hE`. The code checks each identity on an arbitrary $X$: `l` is the commutator $[\lambda_i,\lambda_{i+1}]$, `r` is the reversed commutator $[\rho_{i+1},\rho_i]$, and `cl` and `cr` are the sums of squares $\sum_i\lambda_i^2$ and $\sum_i\rho_i^2$.

```lean
/-- If `S` is an angular momentum with `S² = c` and the number `E` satisfies `2E(4c + 1) = -1`, then
commutators with `S` as `L` and anticommutators with `S` as `A` obey Pauli's relations with energy
`E`. -/
theorem shell_of_spin {S : Fin 3 → R} {c E : ℂ} (hS : VectorBracket S S S)
    (hc : ∑ i, S i * S i = c • (1 : R)) (hE : 2 * E * (4 * c + 1) = -1) :
    HydrogenShell (commAction S) (anticommAction S) E := by
  -- the spin relations multiplied by `X` from the right and from the left
  have l : ∀ i X, S i * (S (i + 1) * X) - S (i + 1) * (S i * X) = I • (S (i + 2) * X) :=
    fun i X => by rw [← smul_mul_assoc, ← (hS i).1, sub_mul, mul_assoc, mul_assoc]
  have r : ∀ i X, X * (S i * S (i + 1)) - X * (S (i + 1) * S i) = I • (X * S (i + 2)) :=
    fun i X => by rw [← mul_smul_comm, ← (hS i).1, mul_sub]
  have cl : ∀ X, S 0 * (S 0 * X) + S 1 * (S 1 * X) + S 2 * (S 2 * X) = c • X := fun X => by
    simpa only [Fin.sum_univ_three, add_mul, mul_assoc, smul_mul_assoc, one_mul]
      using congrArg (fun y => y * X) hc
  have cr : ∀ X, X * (S 0 * S 0) + X * (S 1 * S 1) + X * (S 2 * S 2) = c • X := fun X => by
    simpa only [Fin.sum_univ_three, mul_add, mul_smul_comm, mul_one]
      using congrArg (fun y => X * y) hc
  refine ⟨fun i => ⟨LinearMap.ext fun X => ?_, LinearMap.ext fun X => ?_, sub_self _⟩,
    fun i => ⟨LinearMap.ext fun X => ?_, LinearMap.ext fun X => ?_,
      LinearMap.ext fun X => ?_⟩,
    fun i => ⟨LinearMap.ext fun X => ?_, LinearMap.ext fun X => ?_, sub_self _⟩,
    LinearMap.ext fun X => ?_, LinearMap.ext fun X => ?_⟩ <;>
    simp only [commAction, anticommAction, Fin.sum_univ_three, LinearMap.add_apply,
      LinearMap.sub_apply, LinearMap.neg_apply, LinearMap.smul_apply, LinearMap.zero_apply,
      Module.End.mul_apply, Module.End.one_apply, LinearMap.mulLeft_apply,
      LinearMap.mulRight_apply, mul_add, mul_sub, add_mul, sub_mul, mul_assoc]
  · linear_combination (norm := module) l i X - r i X
  · linear_combination (norm := module) r i X - l i X
  · linear_combination (norm := module) l i X + r i X
  · linear_combination (norm := module) -l i X - r i X
  · module
  · linear_combination (norm := module) l i X - r i X
  · linear_combination (norm := module) r i X - l i X
  · linear_combination (norm := module) cl X - cr X
  · linear_combination (norm := module) (4 * E) • cl X + (4 * E) • cr X + hE • X
```

## The level $n=2$ in numbers

Take spin 1/2, with $S_i$ half the Pauli matrices. They serve only to build the example; the spin of the electron does not enter.

```lean
/-- The spin-1/2 matrices, half the Pauli matrices. -/
def spinHalf : Fin 3 → Matrix (Fin 2) (Fin 2) ℂ :=
  ![!![0, 1 / 2; 1 / 2, 0], !![0, -I / 2; I / 2, 0], !![1 / 2, 0; 0, -1 / 2]]
```

Here $c=3/4$, so $4c+1=4$ and $E=-1/8$. The space of $2\times2$ matrices has dimension four, and the value 4 can be seen on individual matrices.

- For $X=1$: $L_iX=0$ and $A_iX=2S_i$, so $A^2X=4S^2=3X$. Then $(L^2+A^2+1)X=(0+3+1)X=4X$.
- For $X=S_2$: $L^2X=2X$. Only $A_2X=\tfrac12\cdot1$ is nonzero, so $A^2X=A_2(\tfrac12\cdot 1)=S_2=X$. Then $(L^2+A^2+1)X=(2+1+1)X=4X$.

The identity has $L^2=0$ and plays the part of the 2s state. The three $S_i$ have $L^2=2$ and play the part of the 2p states.

The last proof checks the spin commutators and $S^2=3/4$ entry by entry, then applies `shell_of_spin`.

```lean
/-- Commutators and anticommutators with the spin-1/2 matrices, acting on the
four-dimensional space of 2 × 2 matrices, obey Pauli's relations with `E = -1/8`. -/
theorem hydrogenShell_witness :
    HydrogenShell (commAction spinHalf) (anticommAction spinHalf) (-1 / 8) := by
  have h01 : spinHalf 0 * spinHalf 1 - spinHalf 1 * spinHalf 0 = I • spinHalf 2 := by
    ext a b
    fin_cases a <;> fin_cases b <;> simp [spinHalf, Complex.ext_iff] <;> norm_num
  have h12 : spinHalf 1 * spinHalf 2 - spinHalf 2 * spinHalf 1 = I • spinHalf 0 := by
    ext a b
    fin_cases a <;> fin_cases b <;> simp [spinHalf, Complex.ext_iff] <;> norm_num
  have h20 : spinHalf 2 * spinHalf 0 - spinHalf 0 * spinHalf 2 = I • spinHalf 1 := by
    ext a b
    fin_cases a <;> fin_cases b <;> simp [spinHalf, Complex.ext_iff] <;> norm_num
  have h : ∀ i : Fin 3, spinHalf i * spinHalf (i + 1) - spinHalf (i + 1) * spinHalf i =
      I • spinHalf (i + 2) := by
    intro i
    fin_cases i
    exacts [h01, h12, h20]
  have hc : ∑ i, spinHalf i * spinHalf i =
      (3 / 4 : ℂ) • (1 : Matrix (Fin 2) (Fin 2) ℂ) := by
    rw [Fin.sum_univ_three]
    ext a b
    fin_cases a <;> fin_cases b <;> simp [spinHalf, Complex.ext_iff] <;> norm_num
  exact shell_of_spin (fun i => ⟨h i, by rw [← h i, neg_sub], sub_self _⟩) hc (by norm_num)

end

end PauliHydrogen
```

```lean
#print axioms PauliHydrogen.hydrogen_spectrum
```

```
'PauliHydrogen.hydrogen_spectrum' depends on axioms: [propext, Classical.choice, Quot.sound]
```
